# The tree-level two-photon spectrum integrates to Dirac's annihilation cross-section, and σv tends to π r_e² c at threshold

Q: When I simulate a fast positron in matter, I draw the distance to annihilation from a total cross-section and then the photon energies from a spectrum. The two formulas are usually coded separately. What tells me that they belong together?

A: For two-photon annihilation on a free electron at rest, at tree level and averaged over the spins of both particles, the spectrum, normalised so that each annihilation counts once and not once per photon, integrates exactly to Dirac's total cross-section. The positron has Lorentz factor $g>1$, the textbook $\gamma$. The letter $e$ is neither the charge nor Euler's number: it is one photon's energy divided by the total energy $(g+1)mc^2$, where $m$ is the electron mass. Cross-sections are in units of $\pi r_e^2$, with $r_e$ the classical electron radius.

```lean
import Mathlib

open Filter Topology

namespace PairAnnihilationInFlight

noncomputable section
```

Q: Which energies are allowed?

A: In the centre-of-mass frame the photons are back to back with equal energies. That frame moves through the laboratory at $r=\sqrt{(g-1)/(g+1)}$ in units of $c$, so the Doppler shift gives $e=(1+r\cos\theta)/2$, where $\theta$ is the angle, in the centre-of-mass frame, between the photon and the positron's direction of motion. The extremes are $e_\pm=(1\pm r)/2$, written `eMinus` and `ePlus`.

```lean
/-- Lower edge of the photon energy fraction, for Lorentz factor `g > 1`. -/
def eMinus (g : ℝ) : ℝ := (1 - √((g - 1) / (g + 1))) / 2

/-- Upper edge of the photon energy fraction, for Lorentz factor `g > 1`. -/
def ePlus (g : ℝ) : ℝ := (1 + √((g - 1) / (g + 1))) / 2
```

Q: And the spectrum? Is it derived from QED?

A: No. It enters as a definition, and its identification with the spin-averaged tree-level QED result is the step from the Lean model to a real collision that you must supply yourself:

$$S(g,e)=\frac1{g-1}\,\frac1e\left(1+\frac{2g}{(g+1)^2}-e-\frac1{(g+1)^2e}\right).$$

```lean
/-- Density, in units of `π r_e²`, for drawing the energy fraction `e` of one annihilation photon,
whose partner gets `1 - e`; for `g > 1` and `e` between `eMinus g` and `ePlus g`. Its average with
the value at `1 - e` is the tree-level differential cross-section, each annihilation counted once.
-/
def photonSpectrum (g e : ℝ) : ℝ :=
  1 / (g - 1) * (1 / e * (1 + 2 * g / (g + 1) ^ 2 - e - 1 / ((g + 1) ^ 2 * e)))
```

Q: That is not symmetric under $e\to1-e$, yet the photons are identical.

A: True. Read it as the density for drawing one photon, whose partner gets $1-e$. The distribution of a photon picked at random from the pair is the average of $S(g,e)$ and $S(g,1-e)$, and this average is what has to be compared with the QED result. Since the allowed interval is symmetric about $1/2$, that average has the same integral, and each annihilation is counted once.

Q: What is on the other side of the equation?

A: Dirac's closed formula. With $u=\sqrt{g^2-1}$, the positron momentum in units of $mc$, it reads

$$s(g)=\frac1{g+1}\left[\frac{g^2+4g+1}{g^2-1}\ln(g+u)-\frac{g+3}{u}\right].$$

The speed needed for the threshold limit is $v/c=u/g$.

```lean
/-- Dirac's total cross-section for two-photon annihilation, in units of `π r_e²`,
for `g > 1`. -/
def diracCrossSection (g : ℝ) : ℝ :=
  ((g ^ 2 + 4 * g + 1) / (g ^ 2 - 1) * Real.log (g + √(g ^ 2 - 1))
    - (g + 3) / √(g ^ 2 - 1)) / (g + 1)

/-- Speed, in units of `c`, of a particle with Lorentz factor `g ≥ 1`. -/
def speed (g : ℝ) : ℝ := √(g ^ 2 - 1) / g
```

Q: Show me the integral by hand, starting with the edges.

A: Their sum is $1$, and their product is
$$e_+e_-=\frac{1-r^2}{4}=\frac1{2(g+1)}.$$
Both are positive because $0<r<1$. `photon_edges` states these facts, with the product multiplied out. Its proof establishes the bounds on the square root, and `linear_combination` then uses $(g+1)r^2=g-1$ to get the product.

```lean
/-- For `g > 1` the two edges are ordered, positive energy fractions that add up to one,
and their product is `1 / (2 (g + 1))`. -/
theorem photon_edges {g : ℝ} (hg : 1 < g) :
    0 < eMinus g ∧ eMinus g < ePlus g ∧ ePlus g + eMinus g = 1 ∧
      2 * (g + 1) * (eMinus g * ePlus g) = 1 := by
  have hne : g + 1 ≠ 0 := by linarith
  have h0 : 0 < (g - 1) / (g + 1) := div_pos (by linarith) (by linarith)
  have h1 : (g - 1) / (g + 1) < 1 := by
    rw [div_lt_one (by linarith)]
    linarith
  have hr := Real.sqrt_pos.2 h0
  have hr1 : √((g - 1) / (g + 1)) < 1 := by
    rw [Real.sqrt_lt' one_pos, one_pow]
    exact h1
  have hs : (g + 1) * √((g - 1) / (g + 1)) ^ 2 = g - 1 := by
    rw [Real.sq_sqrt h0.le, mul_div_cancel₀ _ hne]
  unfold eMinus ePlus
  refine ⟨by linarith, by linarith, by ring, ?_⟩
  linear_combination (-1 / 2) * hs
```

A: The difference is $e_+-e_-=r=u/(g+1)$. In Lean this comes from the sum and product: the square of $(g+1)(e_+-e_-)$ is $g^2-1$, and the ordering of the edges selects the positive root.

```lean
/-- For `g > 1` the width of the photon spectrum is fixed by the momentum `√(g² - 1)`
of the positron in units of `m c`. -/
theorem edge_width {g : ℝ} (hg : 1 < g) :
    √(g ^ 2 - 1) = (g + 1) * (ePlus g - eMinus g) := by
  obtain ⟨_, hlt, hsum, hp⟩ := photon_edges hg
  have h : g ^ 2 - 1 = ((g + 1) * (ePlus g - eMinus g)) ^ 2 := by
    linear_combination
      (-(g + 1) ^ 2 * (ePlus g + eMinus g + 1)) * hsum + 2 * (g + 1) * hp
  rw [h, Real.sqrt_sq (mul_nonneg (by linarith) (by linarith))]
```

A: The ratio supplies the logarithm:
$$\frac{e_+}{e_-}=\frac{(1+r)^2}{1-r^2}=\frac{g+1}{2}(1+2r+r^2)=g+u.$$
The last step uses $(g+1)r=u$ and $(g+1)r^2=g-1$. The Lean proof clears the denominator and combines the earlier identities linearly.

```lean
/-- For `g > 1` the ratio of the largest to the smallest photon energy is `g + √(g² - 1)`. -/
theorem edge_ratio {g : ℝ} (hg : 1 < g) :
    ePlus g / eMinus g = g + √(g ^ 2 - 1) := by
  obtain ⟨hm, _, hsum, hp⟩ := photon_edges hg
  rw [div_eq_iff hm.ne']
  linear_combination
    (-eMinus g) * edge_width hg + ((g + 1) * eMinus g + 1) * hsum - hp
```

Q: The spectrum has poles at $e=0$. Does the integral make sense?

A: The lower edge is positive, so the integrand is continuous on the closed interval. `spectrum_integrable` builds that continuity from the parts of the formula. This matters because Lean assigns the value zero to the integral of a non-integrable function.

```lean
/-- For `g > 1` the photon spectrum is integrable between its kinematic edges. -/
theorem spectrum_integrable {g : ℝ} (hg : 1 < g) :
    IntervalIntegrable (photonSpectrum g) MeasureTheory.volume (eMinus g) (ePlus g) := by
  obtain ⟨hm, hlt, _, _⟩ := photon_edges hg
  have hx : ∀ x ∈ Set.uIcc (eMinus g) (ePlus g), x ≠ 0 := by
    intro x hx
    rw [Set.uIcc_of_le hlt.le] at hx
    exact (hm.trans_le hx.1).ne'
  have hg1 : (g + 1) ^ 2 ≠ 0 := pow_ne_zero 2 (by linarith)
  apply ContinuousOn.intervalIntegrable
  exact continuousOn_const.mul ((continuousOn_const.div continuousOn_id hx).mul
    ((continuousOn_const.sub continuousOn_id).sub
      (continuousOn_const.div (continuousOn_const.mul continuousOn_id)
        (fun x h => mul_ne_zero hg1 (hx x h)))))
```

Q: Now the integration itself.

A: Put $A=1+2g/(g+1)^2=(g^2+4g+1)/(g+1)^2$. A primitive of the spectrum is
$$F(e)=\frac1{g-1}\left[A\ln e-e+\frac1{(g+1)^2e}\right].$$
Differentiating term by term returns $S(g,e)$. At the edges we need
$$\ln\frac{e_+}{e_-}=\ln(g+u),\qquad e_+-e_-=\frac{u}{g+1},\qquad \frac1{e_-}-\frac1{e_+}=\frac{e_+-e_-}{e_+e_-}=2u.$$
Therefore
$$F(e_+)-F(e_-)=\frac1{g-1}\left[A\ln(g+u)-\frac{u}{g+1}-\frac{2u}{(g+1)^2}\right].$$
The last two terms combine to $-(g+3)u/(g+1)^2$. Since $(g-1)(g+1)^2=(g+1)(g^2-1)$ and $u/(g^2-1)=1/u$, the result is $s(g)$.

Q: Where do I find those steps in the proof?

A: `hderiv` checks the primitive, and `hlog`, `hw` and `hinv` are the three boundary terms. `hd` rewrites the division by $u$, and `key` does the final algebra with the logarithm and the momentum treated as free variables. The fundamental theorem of calculus connects them. In words, `integral_spectrum_eq_dirac` says that for every real $g>1$ the integral of `photonSpectrum g` from `eMinus g` to `ePlus g` equals `diracCrossSection g`.

```lean
/-- For `g > 1`, the photon spectrum integrated over all kinematically allowed energy
fractions is Dirac's total annihilation cross-section. -/
theorem integral_spectrum_eq_dirac {g : ℝ} (hg : 1 < g) :
    ∫ e in (eMinus g)..(ePlus g), photonSpectrum g e = diracCrossSection g := by
  obtain ⟨hm, hlt, _, hp⟩ := photon_edges hg
  have hpp : 0 < ePlus g := hm.trans hlt
  have hg1 : g + 1 ≠ 0 := by linarith
  have hg2 : g - 1 ≠ 0 := by linarith
  -- an elementary primitive of the spectrum
  have hderiv : ∀ x ∈ Set.uIcc (eMinus g) (ePlus g),
      HasDerivAt (fun e : ℝ => 1 / (g - 1) *
        ((1 + 2 * g / (g + 1) ^ 2) * Real.log e - e + 1 / (g + 1) ^ 2 * e⁻¹))
        (photonSpectrum g x) x := by
    intro x hx
    rw [Set.uIcc_of_le hlt.le] at hx
    have hx0 : x ≠ 0 := (hm.trans_le hx.1).ne'
    have h := ((((Real.hasDerivAt_log hx0).const_mul (1 + 2 * g / (g + 1) ^ 2)).fun_sub
      (hasDerivAt_id' x)).fun_add
      ((hasDerivAt_inv hx0).const_mul (1 / (g + 1) ^ 2))).const_mul (1 / (g - 1))
    refine h.congr_deriv ?_
    unfold photonSpectrum
    field_simp
    ring
  -- the three boundary terms
  have hlog : Real.log (ePlus g) - Real.log (eMinus g) = Real.log (g + √(g ^ 2 - 1)) := by
    rw [← Real.log_div hpp.ne' hm.ne', edge_ratio hg]
  have hw : ePlus g - eMinus g = √(g ^ 2 - 1) / (g + 1) := by
    rw [edge_width hg, mul_div_cancel_left₀ _ hg1]
  have hinv : (eMinus g)⁻¹ - (ePlus g)⁻¹ = 2 * √(g ^ 2 - 1) := by
    rw [inv_sub_inv hm.ne' hpp.ne', div_eq_iff (mul_pos hm hpp).ne', edge_width hg]
    linear_combination (-(ePlus g - eMinus g)) * hp
  have hu : 0 < √(g ^ 2 - 1) := Real.sqrt_pos.2 (by nlinarith)
  have hu2 : √(g ^ 2 - 1) ^ 2 = g ^ 2 - 1 := Real.sq_sqrt (by nlinarith)
  have hd : (g + 3) / √(g ^ 2 - 1) = (g + 3) * √(g ^ 2 - 1) / (g ^ 2 - 1) := by
    rw [div_eq_div_iff hu.ne' (by nlinarith)]
    linear_combination (-(g + 3)) * hu2
  have key : ∀ L u : ℝ, 1 / (g - 1) * ((1 + 2 * g / (g + 1) ^ 2) * L - u / (g + 1)
      - 1 / (g + 1) ^ 2 * (2 * u)) =
      ((g ^ 2 + 4 * g + 1) / (g ^ 2 - 1) * L - (g + 3) * u / (g ^ 2 - 1)) / (g + 1) := by
    intro L u
    rw [show g ^ 2 - 1 = (g - 1) * (g + 1) by ring]
    field_simp
    ring
  rw [intervalIntegral.integral_eq_sub_of_hasDerivAt hderiv (spectrum_integrable hg)]
  unfold diracCrossSection
  rw [hd, ← key, ← hlog, ← hinv, ← hw, hinv, ← hinv]
  ring
```

Q: An integral can come out right even if the density goes negative somewhere. Then I could not sample from it.

A: It is strictly positive on the whole closed interval. Multiply $S(g,e)$ by the positive factor $(g-1)(g+1)^2e^2$ to get
$$N=\bigl((g+1)^2+2g\bigr)e-(g+1)^2e^2-1.$$
The sum and product of the edges turn this into
$$N=(g+1)^2(e-e_-)(e_+-e)+\frac{g+1}{2}-1+2ge.$$
The first term is nonnegative between the edges, $(g+1)/2$ exceeds $1$, and $2ge$ is positive. In the proof, `h1` and `h2` handle the product term, `hnum` gives $N>0$, and `heq` returns to the spectrum.

Q: Would it do to require only $0<e\le e_+$?

A: No. Take $g=2$ and $e=1/13$, which lies below $e_-\approx0.211$. Then
$$S(2,1/13)=13\left(\frac{13}{9}-\frac1{13}-\frac{13}{9}\right)=-1.$$
A sampler that starts below the kinematic edge can therefore meet a negative density.

```lean
/-- For `g > 1` the photon spectrum is strictly positive at every allowed energy fraction,
edges included. -/
theorem spectrum_pos {g e : ℝ} (hg : 1 < g) (he : e ∈ Set.Icc (eMinus g) (ePlus g)) :
    0 < photonSpectrum g e := by
  obtain ⟨hm, _, hsum, hp⟩ := photon_edges hg
  have he0 : 0 < e := hm.trans_le he.1
  have hg1 : g + 1 ≠ 0 := by linarith
  have hg2 : 0 < g - 1 := by linarith
  have h1 : 0 ≤ (g + 1) ^ 2 * ((e - eMinus g) * (ePlus g - e)) :=
    mul_nonneg (sq_nonneg _) (mul_nonneg (sub_nonneg.2 he.1) (sub_nonneg.2 he.2))
  have h2 : (g + 1) ^ 2 * ((e - eMinus g) * (ePlus g - e)) =
      (g + 1) ^ 2 * (e - e ^ 2) - (g + 1) / 2 := by
    linear_combination ((g + 1) ^ 2 * e) * hsum - ((g + 1) / 2) * hp
  have h3 : 0 < g * e := mul_pos (by linarith) he0
  have hnum : 0 < ((g + 1) ^ 2 + 2 * g) * e - (g + 1) ^ 2 * e ^ 2 - 1 := by nlinarith
  have heq : photonSpectrum g e = (((g + 1) ^ 2 + 2 * g) * e - (g + 1) ^ 2 * e ^ 2 - 1) /
      ((g - 1) * (g + 1) ^ 2 * e ^ 2) := by
    have hg3 := hg2.ne'
    unfold photonSpectrum
    field_simp
  rw [heq]
  exact div_pos hnum (by positivity)
```

A: Positivity of the total follows by integrating a positive function over an interval of positive length, which is how `dirac_pos` is proved. From the closed formula alone, a difference of two positive terms, it is less obvious.

```lean
/-- Dirac's annihilation cross-section is positive for every `g > 1`. -/
theorem dirac_pos {g : ℝ} (hg : 1 < g) : 0 < diracCrossSection g := by
  rw [← integral_spectrum_eq_dirac hg]
  exact intervalIntegral.intervalIntegral_pos_of_pos_on (spectrum_integrable hg)
    (fun x hx => spectrum_pos hg ⟨hx.1.le, hx.2.le⟩) (photon_edges hg).2.1
```

Q: That difference worries me for slow positrons. Both terms blow up as $g\to1$.

A: They do, and the product with the speed stays finite. Since $u^2=g^2-1$,
$$s(g)\,\frac ug=\frac{(g^2+4g+1)\,\dfrac{\ln(g+u)}{u}-(g+3)}{g(g+1)}.$$
So we need the limit of $\ln(g+u)/u$. Because $g=\sqrt{1+u^2}$, the logarithm is $\operatorname{arsinh}u$, the rapidity. The derivative of arsinh at zero is $1$, so the ratio tends to $1$.

Q: How does Lean express "from above"?

A: The filter `𝓝[>] 1` describes $g$ approaching $1$ through values greater than $1$, and `𝓝 1` at the end names the limiting value. The proof writes the derivative of arsinh as a limit of slopes. It then substitutes $u=\sqrt{g^2-1}$, which tends to zero without being zero when $g>1$.

```lean
/-- As `g` tends to 1 from above, the ratio of the rapidity `ln (g + √(g² - 1))` to the
momentum `√(g² - 1)` tends to one. -/
theorem rapidity_div_momentum :
    Tendsto (fun g : ℝ => Real.log (g + √(g ^ 2 - 1)) / √(g ^ 2 - 1)) (𝓝[>] 1) (𝓝 1) := by
  -- the slope of arsinh at the origin is one
  have h := hasDerivAt_iff_tendsto_slope_zero.1 (Real.hasDerivAt_arsinh 0)
  have hc : Continuous fun g : ℝ => √(g ^ 2 - 1) := by fun_prop
  have h0 : Tendsto (fun g : ℝ => √(g ^ 2 - 1)) (𝓝 1) (𝓝 0) := by
    simpa using hc.tendsto 1
  have hu : Tendsto (fun g : ℝ => √(g ^ 2 - 1)) (𝓝[>] 1) (𝓝[≠] 0) := by
    refine tendsto_nhdsWithin_iff.2 ⟨h0.mono_left nhdsWithin_le_nhds, ?_⟩
    filter_upwards [self_mem_nhdsWithin] with g hg
    have hg' : 1 < g := hg
    exact (Real.sqrt_pos.2 (by nlinarith)).ne'
  have h2 := h.comp hu
  have hone : (√(1 + (0 : ℝ) ^ 2))⁻¹ = 1 := by simp
  rw [hone] at h2
  refine h2.congr' ?_
  filter_upwards [self_mem_nhdsWithin] with g hg
  have hg' : 1 < g := hg
  have ha : Real.arsinh √(g ^ 2 - 1) = Real.log (g + √(g ^ 2 - 1)) := by
    rw [Real.arsinh, Real.sq_sqrt (by nlinarith), show 1 + (g ^ 2 - 1) = g ^ 2 by ring,
      Real.sqrt_sq (by linarith), add_comm]
  simp only [Function.comp_apply, zero_add, Real.arsinh_zero, sub_zero, smul_eq_mul, ha]
  ring
```

A: Inserting that limit gives
$$s(g)\,\frac ug\longrightarrow\frac{6\cdot1-4}{1\cdot2}=1.$$
`threshold_rate` follows the same route: `h` assembles the limit from its parts, `hval` evaluates it, and `key` shows that the assembled expression equals cross-section times speed for $g>1$. With units restored, $\sigma v\to\pi r_e^2c$, where $\sigma=\pi r_e^2\,s(g)$ and $v$ is the positron speed.

```lean
/-- As `g` tends to 1 from above, the annihilation cross-section times the positron speed
tends to `π r_e² c`, the unit in which the product is written here. -/
theorem threshold_rate :
    Tendsto (fun g => diracCrossSection g * speed g) (𝓝[>] 1) (𝓝 1) := by
  have hi : Tendsto (fun g : ℝ => g) (𝓝[>] 1) (𝓝 1) :=
    tendsto_id.mono_left nhdsWithin_le_nhds
  have h := (((((hi.pow 2).add (hi.const_mul 4)).add_const 1).mul
    rapidity_div_momentum).sub (hi.add_const 3)).div (hi.mul (hi.add_const 1)) (by norm_num)
  have hval : (((1 : ℝ) ^ 2 + 4 * 1 + 1) * 1 - (1 + 3)) / (1 * (1 + 1)) = 1 := by norm_num
  rw [hval] at h
  refine h.congr' ?_
  filter_upwards [self_mem_nhdsWithin] with g hg
  have hg' : 1 < g := hg
  have hg0 : g ≠ 0 := by linarith
  have hg1 : g + 1 ≠ 0 := by linarith
  -- one power of the momentum cancels against the speed
  have key : ∀ L u : ℝ, 0 < u → u ^ 2 = g ^ 2 - 1 →
      ((g ^ 2 + 4 * g + 1) * (L / u) - (g + 3)) / (g * (g + 1)) =
      ((g ^ 2 + 4 * g + 1) / (g ^ 2 - 1) * L - (g + 3) / u) / (g + 1) * (u / g) := by
    intro L u hu h2
    rw [← h2]
    field_simp
  exact key _ _ (Real.sqrt_pos.2 (by nlinarith)) (Real.sq_sqrt (by nlinarith))

end

end PairAnnihilationInFlight
```

```lean
#print axioms PairAnnihilationInFlight.integral_spectrum_eq_dirac
#print axioms PairAnnihilationInFlight.dirac_pos
#print axioms PairAnnihilationInFlight.threshold_rate
```

```
'PairAnnihilationInFlight.integral_spectrum_eq_dirac' depends on axioms: [propext, Classical.choice, Quot.sound]
'PairAnnihilationInFlight.dirac_pos' depends on axioms: [propext, Classical.choice, Quot.sound]
'PairAnnihilationInFlight.threshold_rate' depends on axioms: [propext, Classical.choice, Quot.sound]
```

Q: Can I then use $n\pi r_e^2c$, with $n$ the electron density, as the annihilation rate of a positron that has nearly stopped in my sample?

A: Only as the spin-averaged rate for free, uncorrelated particles at tree level. In a real sample the Coulomb attraction raises the electron density at a slow positron, and binding and positronium formation also change the rate. The limit describes how Dirac's formula behaves near threshold. In a program it gives a sound check on the low-energy end of the cross-section routine, where computing $g^2-1$ and the logarithm of a number close to $1$ makes relative rounding errors grow.
